# At equal peak-to-peak height and width, a Lorentzian EPR line has more than 3.5 times the area of a Gaussian one

A derivative spectrum has a peak-to-peak height and width only once its two peaks have been identified. Here they are the unique global maximum and minimum of the derivative \(f'\) of an absorption line \(f\), at field positions \(p\) and \(q\). The width is thus read off the spectrum, as at the spectrometer, and is not a parameter of the line. The quantity of interest is the peak product
\[
(f'(p)-f'(q))\,(q-p)^2 .
\]

For area \(A>0\) it equals \(A\sqrt3/\pi\) for a Lorentzian and \(8A/\sqrt{2\pi e}\) for a Gaussian, whatever the width.

## Scaling, peaks and the two constants

Write a line with centre \(c\) and width parameter \(s>0\) as
\[
f(x)=\frac{A}{s}\,\varphi\!\left(\frac{x-c}{s}\right),\qquad
f'(x)=\frac{A}{s^2}\,\varphi'\!\left(\frac{x-c}{s}\right),
\]
where the shape \(\varphi\) has unit area. Substituting \(u=(x-c)/s\) gives \(\int f=A\int\varphi=A\). If \(\varphi'\) peaks at \(u_+\) and \(u_-\), then \(f'\) peaks at \(c+su_+\) and \(c+su_-\). The height carries \(A/s^2\) and the squared width \(s^2\), so the peak product is \(A\) times that of \(\varphi\). Forgetting the inner derivative \(1/s\) would leave a product proportional to \(s\), and the result would seem to depend on the linewidth.

Both shapes are even, so \(\varphi'\) is odd. If its maximum is at \(-a\), its minimum is at \(a\), and the product is \(2\varphi'(-a)\,(2a)^2=8a^2\varphi'(-a)\).

**Lorentzian.** For \(\varphi(x)=1/(\pi(1+x^2))\),
\[
\varphi'(x)=\frac{-2x}{\pi(1+x^2)^2},\qquad \varphi''(x)=\frac{6x^2-2}{\pi(1+x^2)^3}.
\]
The candidate is \(a=1/\sqrt3\), with \(\varphi'(-a)=3\sqrt3/(8\pi)\). It is the global maximum if \(3\sqrt3(1+x^2)^2+16x>0\) for every \(x\ne-a\). Multiplied by \(\sqrt3\), the left side factors as
\[
(\sqrt3x+1)^2\left((\sqrt3x-1)^2+8\right),
\]
which is positive away from \(-a\). The product is \(8\cdot\tfrac13\cdot 3\sqrt3/(8\pi)=\sqrt3/\pi\).

**Gaussian.** For \(\varphi(x)=e^{-x^2/2}/\sqrt{2\pi}\), \(\varphi'=-x\varphi\) and \(\varphi''=(x^2-1)\varphi\), so \(a=1\). The maximum is global if \(-x<e^{(x^2-1)/2}\) for \(x\neq-1\). Since \(e^t\ge1+t\), the right side is at least \((x^2+1)/2\), which exceeds \(-x\) by \((x+1)^2/2>0\). The product is \(8\varphi'(-1)=8/\sqrt{2\pi e}\).

**Ratio.** The Gaussian constant divided by the Lorentzian one is \(8\pi/\sqrt{6\pi e}\). It exceeds \(7/2\) exactly when \(6e<256\pi/49\). The left side is below 16.32, and \(\pi>3.14\) puts the right side above 16.40.

**A numerical instance.** A Gaussian line with \(A=1\) and \(s=0.5\) mT has peak-to-peak width \(2s=1\) mT and height \(2/(s^2\sqrt{2\pi e})\approx1.936\) mT\(^{-2}\). Read as Lorentzian, the same height and width give the area \(1.936\,\pi/\sqrt3\approx3.51\) instead of 1.

## Lines and peaks as Lean definitions

The field axis is `ℝ`, in any fixed unit. In `line φ A c s` the arguments are shape, intensity, centre and width parameter.

```lean
import Mathlib

open Real MeasureTheory

namespace EPRSpinCounting

noncomputable section

/-- Absorption line of shape `φ`, intensity `A`, centre `c` and width parameter `s`, for `s > 0`. -/
def line (φ : ℝ → ℝ) (A c s x : ℝ) : ℝ := A / s * φ ((x - c) / s)
```

The parameter `s` is the half width at half maximum for the Lorentzian and the standard deviation for the Gaussian.

```lean
/-- The Lorentzian shape with half width at half maximum one. -/
def lorentz (x : ℝ) : ℝ := π⁻¹ * (1 + x ^ 2)⁻¹

/-- The Gaussian shape with standard deviation one. -/
def gauss (x : ℝ) : ℝ := (√(2 * π))⁻¹ * Real.exp (-x ^ 2 / 2)
```

The peaks are defined by strict inequalities against every other point. Differentiability is required because Lean's `deriv` returns 0 where no derivative exists.

```lean
/-- The first-derivative spectrum of the differentiable line `f` has its unique highest point
at `p` and its unique lowest point at `q`. -/
structure IsPeakPair (f : ℝ → ℝ) (p q : ℝ) : Prop where
  diff : Differentiable ℝ f
  max : ∀ x, x ≠ p → deriv f x < deriv f p
  min : ∀ x, x ≠ q → deriv f q < deriv f x
```

`HasPeakProduct f K` says that such peaks exist and that their product is `K`.

```lean
/-- The derivative spectrum of `f` has a unique highest and a unique lowest point, and its
peak-to-peak height times its squared peak-to-peak width is `K`. -/
def HasPeakProduct (f : ℝ → ℝ) (K : ℝ) : Prop :=
  ∃ p q, IsPeakPair f p q ∧ (deriv f p - deriv f q) * (q - p) ^ 2 = K
```

## Uniqueness, scaling and area

Two different maxima would each have to lie strictly above the other, and likewise for minima. A line therefore has at most one peak product.

```lean
/-- A line has at most one value of height times squared width. -/
theorem HasPeakProduct.unique {f : ℝ → ℝ} {K K' : ℝ}
    (h : HasPeakProduct f K) (h' : HasPeakProduct f K') : K = K' := by
  obtain ⟨p, q, h, rfl⟩ := h
  obtain ⟨p', q', h', rfl⟩ := h'
  have hp : p = p' := by
    by_contra hne
    exact lt_asymm (h.max p' (Ne.symm hne)) (h'.max p hne)
  have hq : q = q' := by
    by_contra hne
    exact lt_asymm (h.min q' (Ne.symm hne)) (h'.min q hne)
  rw [hp, hq]
```

The scaling step follows. `hd` is the chain rule with its factor \(A/s^2\), `hpt` and `hne` translate between positions on the line and on the shape, and the last lines cancel \(s^2\).

```lean
/-- If the shape `φ` has height times squared width `K`, then a line of that shape with intensity
`A > 0` has the value `A * K`, whatever its centre and width parameter `s > 0`. -/
theorem HasPeakProduct.rescale {φ : ℝ → ℝ} {K A s : ℝ} (h : HasPeakProduct φ K) (c : ℝ)
    (hA : 0 < A) (hs : 0 < s) : HasPeakProduct (line φ A c s) (A * K) := by
  obtain ⟨p, q, h, rfl⟩ := h
  -- the chain rule brings a second factor 1/s
  have hd : ∀ x, HasDerivAt (line φ A c s) (A / s ^ 2 * deriv φ ((x - c) / s)) x := by
    intro x
    have h1 : HasDerivAt (fun y => (y - c) / s) (1 / s) x :=
      ((hasDerivAt_id' x).sub_const c).div_const s
    have h2 := ((h.diff ((x - c) / s)).hasDerivAt.comp x h1).const_mul (A / s)
    exact h2.congr_deriv (by ring)
  have hpt : ∀ u, (c + s * u - c) / s = u := by
    intro u
    rw [add_sub_cancel_left, mul_div_cancel_left₀ _ hs.ne']
  have hne : ∀ x u, x ≠ c + s * u → (x - c) / s ≠ u := by
    intro x u hx hu
    apply hx
    rw [div_eq_iff hs.ne'] at hu
    linarith
  refine ⟨c + s * p, c + s * q, ⟨fun x => (hd x).differentiableAt, ?_, ?_⟩, ?_⟩
  · intro x hx
    rw [(hd x).deriv, (hd (c + s * p)).deriv, hpt]
    exact mul_lt_mul_of_pos_left (h.max _ (hne x p hx)) (by positivity)
  · intro x hx
    rw [(hd x).deriv, (hd (c + s * q)).deriv, hpt]
    exact mul_lt_mul_of_pos_left (h.min _ (hne x q hx)) (by positivity)
  · rw [(hd (c + s * p)).deriv, (hd (c + s * q)).deriv, hpt, hpt]
    have e : A / s ^ 2 * s ^ 2 = A := by field_simp
    linear_combination ((deriv φ p - deriv φ q) * (q - p) ^ 2) * e
```

For an odd derivative, the maximum alone suffices: the minimum property at `p` is the maximum property applied to `-x`. The `p` here is the \(a\) above.

```lean
/-- If the derivative `d` of a shape is odd and has its unique maximum at `-p`, then height
times squared width is `8 p² d(-p)`. -/
theorem HasPeakProduct.of_odd {φ d : ℝ → ℝ} {p : ℝ} (hd : ∀ x, HasDerivAt φ (d x) x)
    (hodd : ∀ x, d (-x) = -d x) (hmax : ∀ x, x ≠ -p → d x < d (-p)) :
    HasPeakProduct φ (8 * p ^ 2 * d (-p)) := by
  have hdv : deriv φ = d := funext fun x => (hd x).deriv
  refine ⟨-p, p, ⟨fun x => (hd x).differentiableAt, ?_, ?_⟩, ?_⟩
  · rw [hdv]
    exact hmax
  · intro x hx
    have h := hmax (-x) (fun h => hx (neg_injective h))
    rw [hodd, hodd] at h
    rw [hdv]
    linarith
  · rw [hdv, hodd p]
    ring
```

The area statement is the substitution \(u=(x-c)/s\), done as a shift followed by a scaling.

```lean
/-- The area under a line of width `s > 0` is its intensity times the area of its shape. -/
theorem integral_line (φ : ℝ → ℝ) (A c : ℝ) {s : ℝ} (hs : 0 < s) :
    ∫ x, line φ A c s x = A * ∫ x, φ x := by
  have h : ∫ x, φ ((x - c) / s) = ∫ x, φ (x / s) :=
    integral_sub_right_eq_self (fun x => φ (x / s)) c
  simp only [line]
  rw [integral_const_mul, h, Measure.integral_comp_div, abs_of_pos hs, smul_eq_mul]
  field_simp
```

Mathlib's integrals of \(1/(1+x^2)\) and of the Gaussian supply the normalisation.

```lean
/-- The Lorentzian and the Gaussian shape both have unit area. -/
theorem unit_area : ∫ x, lorentz x = 1 ∧ ∫ x, gauss x = 1 := by
  constructor
  · simp only [lorentz]
    rw [integral_const_mul, integral_univ_inv_one_add_sq, inv_mul_cancel₀ Real.pi_ne_zero]
  · have h := integral_gaussian (1 / 2)
    rw [show π / (1 / 2) = 2 * π by ring] at h
    have e : (fun x : ℝ => Real.exp (-x ^ 2 / 2)) = fun x => Real.exp (-(1 / 2) * x ^ 2) := by
      funext x
      congr 1
      ring
    simp only [gauss]
    rw [integral_const_mul, e, h, inv_mul_cancel₀ (by positivity)]
```

## The two constants

In the Lorentzian proof, `hv` evaluates the derivative at the peak, written \(-\sqrt3/3\), and `e` is the quartic factorisation. The second derivative is not needed, since the inequality establishes the global maximum directly.

```lean
/-- For a Lorentzian line of area `A > 0` and any width `s > 0`, peak-to-peak height times
squared peak-to-peak width is `A √3/π`. -/
theorem lorentz_product {A s : ℝ} (c : ℝ) (hA : 0 < A) (hs : 0 < s) :
    HasPeakProduct (line lorentz A c s) (A * (√3 / π)) := by
  have h3 : √3 ^ 2 = (3 : ℝ) := Real.sq_sqrt (by norm_num)
  have h0 : (0 : ℝ) < √3 := Real.sqrt_pos.mpr (by norm_num)
  have hd : ∀ x, HasDerivAt lorentz (-(2 * x) / (π * (1 + x ^ 2) ^ 2)) x := by
    intro x
    have hx : 1 + x ^ 2 ≠ 0 := by positivity
    have hpi := Real.pi_ne_zero
    have h1 : HasDerivAt (fun y : ℝ => 1 + y ^ 2) (2 * x) x := by
      simpa using (hasDerivAt_pow 2 x).const_add 1
    exact ((h1.inv hx).const_mul π⁻¹).congr_deriv (by field_simp)
  have hv : -(2 * (-(√3 / 3))) / (π * (1 + (-(√3 / 3)) ^ 2) ^ 2) = 3 * √3 / (8 * π) := by
    rw [show (-(√3 / 3)) ^ 2 = (1 / 3 : ℝ) by linear_combination h3 / 9]
    ring
  have hmax : ∀ x, x ≠ -(√3 / 3) → -(2 * x) / (π * (1 + x ^ 2) ^ 2)
      < -(2 * (-(√3 / 3))) / (π * (1 + (-(√3 / 3)) ^ 2) ^ 2) := by
    intro x hx
    rw [hv, div_lt_div_iff₀ (by positivity) (by positivity)]
    have hx' : √3 * x + 1 ≠ 0 := by
      intro h
      apply hx
      linear_combination (√3 / 3) * h - x / 3 * h3
    -- the quartic has a double root at the peak and no other real root
    have e : √3 * (3 * √3 * (1 + x ^ 2) ^ 2 + 16 * x)
        = (√3 * x + 1) ^ 2 * ((√3 * x - 1) ^ 2 + 8) := by
      linear_combination (3 - √3 ^ 2 * x ^ 4) * h3
    have hpos : 0 < √3 * (3 * √3 * (1 + x ^ 2) ^ 2 + 16 * x) := by
      rw [e]
      exact mul_pos (lt_of_le_of_ne (sq_nonneg _) (Ne.symm (pow_ne_zero 2 hx')))
        (by positivity)
    nlinarith [mul_pos Real.pi_pos ((mul_pos_iff_of_pos_left h0).mp hpos)]
  have hK : √3 / π = 8 * (√3 / 3) ^ 2
      * (-(2 * (-(√3 / 3))) / (π * (1 + (-(√3 / 3)) ^ 2) ^ 2)) := by
    rw [hv, show (√3 / 3) ^ 2 = (1 / 3 : ℝ) by linear_combination h3 / 9]
    ring
  rw [hK]
  exact (HasPeakProduct.of_odd (d := fun x => -(2 * x) / (π * (1 + x ^ 2) ^ 2)) hd
    (fun x => by simp only [neg_sq]; ring) hmax).rescale c hA hs
```

In the Gaussian proof, `hl` is the bound obtained from \(e^t\ge1+t\), and `hm` multiplies it by the positive Gaussian factor.

```lean
/-- For a Gaussian line of area `A > 0` and any width `s > 0`, peak-to-peak height times
squared peak-to-peak width is `8 A/√(2πe)`. -/
theorem gauss_product {A s : ℝ} (c : ℝ) (hA : 0 < A) (hs : 0 < s) :
    HasPeakProduct (line gauss A c s) (A * (8 / √(2 * π * Real.exp 1))) := by
  have hd : ∀ x, HasDerivAt gauss (-x * gauss x) x := by
    intro x
    have h1 : HasDerivAt (fun y : ℝ => -y ^ 2 / 2) (-x) x :=
      ((hasDerivAt_pow 2 x).neg.div_const 2).congr_deriv (by norm_num; ring)
    exact (h1.exp.const_mul (√(2 * π))⁻¹).congr_deriv (by unfold gauss; ring)
  have hmax : ∀ x, x ≠ -1 → -x * gauss x < -(-1) * gauss (-1) := by
    intro x hx
    have hx' : x + 1 ≠ 0 := fun h => hx (by linarith)
    have hsq : 0 < (x + 1) ^ 2 :=
      lt_of_le_of_ne (sq_nonneg _) (Ne.symm (pow_ne_zero 2 hx'))
    -- the tangent bound exp t ≥ 1 + t locates the peak
    have hl : -x < Real.exp ((x ^ 2 - 1) / 2) := by
      nlinarith [Real.add_one_le_exp ((x ^ 2 - 1) / 2)]
    have e : Real.exp (-(-1) ^ 2 / 2)
        = Real.exp (-x ^ 2 / 2) * Real.exp ((x ^ 2 - 1) / 2) := by
      rw [← Real.exp_add]
      congr 1
      ring
    have hm := mul_lt_mul_of_pos_left hl
      (show 0 < (√(2 * π))⁻¹ * Real.exp (-x ^ 2 / 2) by positivity)
    unfold gauss
    rw [e]
    nlinarith [hm]
  have hK : 8 / √(2 * π * Real.exp 1) = 8 * 1 ^ 2 * (-(-1) * gauss (-1)) := by
    have e : gauss (-1) = (√(2 * π))⁻¹ * (Real.exp (1 / 2))⁻¹ := by
      unfold gauss
      rw [← Real.exp_neg]
      congr 2
      norm_num
    rw [e, Real.sqrt_mul (by positivity), ← Real.exp_half]
    ring
  rw [hK]
  exact (HasPeakProduct.of_odd (d := fun x => -x * gauss x) hd
    (fun x => by simp only [gauss, neg_sq]; ring) hmax).rescale c hA hs
```

Setting `A` to 1 in either theorem gives the constant for unit area.

## The error in the spin count

The ratio bound squares away the roots and uses Mathlib's numerical bounds on \(\pi\) and \(e\).

```lean
/-- The Gaussian constant exceeds the Lorentzian constant by a factor of more than 3.5. -/
theorem ratio_gt : 7 / 2 < (8 / √(2 * π * Real.exp 1)) / (√3 / π) := by
  have h : √3 * √(2 * π * Real.exp 1) < 16 / 7 * π := by
    rw [← Real.sqrt_mul (by norm_num), Real.sqrt_lt' (by positivity)]
    have hn : 0 < 256 / 49 * π - 6 * Real.exp 1 := by
      linarith [Real.pi_gt_d2, Real.exp_one_lt_d9]
    nlinarith [mul_pos Real.pi_pos hn]
  rw [lt_div_iff₀ (by positivity), lt_div_iff₀ (by positivity)]
  calc 7 / 2 * (√3 / π) * √(2 * π * Real.exp 1)
      = 7 / 2 * (√3 * √(2 * π * Real.exp 1)) / π := by ring
    _ < 8 := by
      rw [div_lt_iff₀ Real.pi_pos]
      linarith
```

The last theorem compares a Gaussian and a Lorentzian line with the same peak product `P`. This asks less than equal height and equal width separately, and the centres may differ. Uniqueness identifies `P` with both computed values, which fixes the ratio of the intensities, and `integral_line` with `unit_area` turns intensities into areas.

```lean
/-- If a Gaussian and a Lorentzian line of positive intensities and widths share the same
height times squared width `P`, the Lorentzian area is the Gaussian area times the ratio of
the two constants, and more than 3.5 times the Gaussian area. -/
theorem spin_count_error {A B c d s t P : ℝ} (hA : 0 < A) (hB : 0 < B) (hs : 0 < s)
    (ht : 0 < t) (hG : HasPeakProduct (line gauss A c s) P)
    (hL : HasPeakProduct (line lorentz B d t) P) :
    ∫ x, line lorentz B d t x
        = (8 / √(2 * π * Real.exp 1)) / (√3 / π) * ∫ x, line gauss A c s x ∧
      7 / 2 * ∫ x, line gauss A c s x < ∫ x, line lorentz B d t x := by
  have h1 := hG.unique (gauss_product c hA hs)
  have h2 := hL.unique (lorentz_product d hB ht)
  have hk : √3 / π ≠ 0 := by positivity
  have hBA : B = (8 / √(2 * π * Real.exp 1)) / (√3 / π) * A := by
    rw [div_mul_eq_mul_div, eq_div_iff hk]
    linarith
  rw [integral_line _ _ _ hs, integral_line _ _ _ ht, unit_area.1, unit_area.2,
    mul_one, mul_one]
  refine ⟨hBA, ?_⟩
  have h := mul_lt_mul_of_pos_right ratio_gt hA
  linarith

end

end EPRSpinCounting
```

```lean
#print axioms EPRSpinCounting.spin_count_error
-- 'EPRSpinCounting.spin_count_error' depends on axioms: [propext, Classical.choice, Quot.sound]
```

The area of the absorption line stands for the number of spins when the signals are unsaturated and sample and reference have the same spin quantum number and g value and are recorded under the same conditions, including temperature; that proportionality is physical input. For a single isolated line of purely Gaussian shape, estimating the spin count from height and width with the Lorentzian constant therefore gives a result more than 3.5 times too large, provided the area of the reference is correct. If the reference is also Gaussian and is evaluated with the same wrong constant, the factor cancels. Voigt profiles, overlapping hyperfine components and distortion by field modulation need a separate treatment.
